# Every real square matrix has exactly one ordered list of singular values

Take two Slater determinants built from real spin orbitals, for instance the occupied spin orbitals of one molecule from two separate self-consistent calculations in the same basis. Each has $n$ orthonormal occupied orbitals, $\varphi_i$ and $\chi_j$, and their overlaps form the real matrix $A_{ij}=\langle\varphi_i|\chi_j\rangle$. An orthogonal rotation within either occupied set generally changes $A$ but leaves its determinant the same up to sign. Which numbers in $A$ describe the two states, and not the choice of orbitals?

They are the singular values. For every real $n\times n$ matrix $A$ there are orthogonal matrices $U$ and $V$ and real numbers $\sigma_i\ge 0$, in nonincreasing order, with

$$A = U\,\Sigma\,V^T,\qquad \Sigma=\mathrm{diag}(\sigma),$$

and every such factorization of $A$ has the same list $\sigma$. Indices run from $0$ to $n-1$, as in Lean's `Fin n`.

## Paired orbitals and comparable output

The rotated orbitals $\tilde\varphi_k=\sum_i U_{ik}\varphi_i$ and $\tilde\chi_k=\sum_j V_{jk}\chi_j$ satisfy $\langle\tilde\varphi_k|\tilde\chi_l\rangle=\sigma_k\delta_{kl}$. Some codes use this pairing to evaluate matrix elements between determinants with mutually non-orthogonal orbitals, here restricted to real orbitals and equal particle numbers. The overlap of the two determinants is $\det A=\pm\prod_k\sigma_k$. If $A$ instead holds the overlaps of the doubly occupied spatial orbitals of two closed-shell determinants, their overlap is $(\det A)^2$.

If the original orbitals are first rotated by orthogonal $P$ and $Q$, the overlap matrix becomes $P^TAQ=(P^TU)\,\Sigma\,(Q^TV)^T$. This is again a factorization of the required kind, so uniqueness gives the rotated matrix the same $\sigma$. The Lean code supplies the uniqueness, while its application to rotated orbitals is the line of algebra just given.

For regression tests, this means that the singular values from two libraries can be compared entry by entry, within a tolerance. The matrices $U$ and $V$ can't: for $A=1$, any orthogonal $U=V$ will do.

## From the eigenvectors of AᵀA to the factorization

The matrix $A^TA$ is real and symmetric, so it has an orthonormal eigenbasis $v_j$ with eigenvalues $\lambda_j$, which we sort downwards. Let $V$ have the columns $v_j$. Then

$$(AV)^T(AV)=V^T(A^TA)V=V^TV\,\mathrm{diag}(\lambda)=\mathrm{diag}(\lambda).$$

The diagonal entries say that $\lambda_j=|Av_j|^2\ge 0$, so we may set $\sigma_j=\sqrt{\lambda_j}$, which keeps the order. The off-diagonal entries say that the vectors $Av_j$ are mutually orthogonal.

Where $\sigma_j\neq 0$, put $u_j=Av_j/\sigma_j$. These vectors are orthonormal, because

$$u_i\cdot u_j=\frac{(Av_i)\cdot(Av_j)}{\sigma_i\sigma_j}=\frac{\sigma_i^2\,\delta_{ij}}{\sigma_i\sigma_j}=\delta_{ij}.$$

Fill the remaining positions so that all $u_j$ together form an orthonormal basis, and let $U$ have these columns. Where $\sigma_j=0$, we have $|Av_j|^2=0$, so $Av_j=0=\sigma_ju_j$. Hence $AV=U\Sigma$ in every column. Since $V$ is square, $V^TV=1$ implies $VV^T=1$, and $A=U\Sigma V^T$.

## Why two factorizations share their singular values

Let $A=U\Sigma V^T=U'\Sigma'V'^T$. Since $U^TU=1$,

$$A^TA=V\Sigma U^TU\Sigma V^T=V\Sigma^2V^T,$$

and likewise $A^TA=V'\Sigma'^2V'^T$. Define the overlap of the two right bases, $W=V^TV'$. Multiplying $V\Sigma^2V^T=V'\Sigma'^2V'^T$ by $V^T$ from the left and $V'$ from the right gives

$$\Sigma^2W=W\Sigma'^2,\qquad\text{that is}\qquad \sigma_i^2\,W_{ij}=W_{ij}\,\sigma_j'^2.$$

If $W_{ij}\neq 0$, then $\sigma_i^2=\sigma_j'^2$, and because both values are nonnegative, $\sigma_i=\sigma'_j$. So $W_{ij}^2f(\sigma_i)=W_{ij}^2f(\sigma'_j)$ for every function $f$ and all $i,j$.

The matrix $W$ is orthogonal, since $W^TW=V'^TVV^TV'=1$, so the squares of its entries sum to one along each row and each column. Therefore

$$\sum_i f(\sigma_i)=\sum_{i,j}W_{ij}^2f(\sigma_i)=\sum_{i,j}W_{ij}^2f(\sigma'_j)=\sum_j f(\sigma'_j).$$

Now suppose that $\sigma_i<\sigma'_i$ for some $i$. Let $f(x)=1$ for $x\ge\sigma'_i$ and $f(x)=0$ otherwise.

- For $j\le i$, the ordering gives $\sigma'_j\ge\sigma'_i$, so $f(\sigma'_j)=1\ge f(\sigma_j)$.
- For $j\ge i$, it gives $\sigma_j\le\sigma_i<\sigma'_i$, so $f(\sigma_j)=0\le f(\sigma'_j)$.
- At $j=i$ the inequality is strict.

The two sums would then differ, which is a contradiction. So $\sigma'_i\le\sigma_i$ for all $i$, and exchanging the two factorizations gives equality.

## One orbital, and a zero matrix

For $n=1$ and $A=(a)$, the only singular value is $|a|$. The factors $U$ and $V$ are signs whose product is the sign of $a$ when $a\neq 0$, so there are two choices; for $a=0$ all four sign pairs work. For a zero matrix of any size, every $\sigma_i$ is zero and $U$ and $V$ are arbitrary orthogonal matrices. The theorems also admit $n=0$, where the list is empty.

## The Lean development

```lean
import Mathlib

open Matrix

namespace SingularValueDecomposition

variable {n : ℕ}

/-- `A = U diag(σ) Vᵀ` is a singular value decomposition: `U` and `V` are orthogonal, and the
singular values `σ` are nonnegative and listed in nonincreasing order. -/
structure IsSVD (A U : Matrix (Fin n) (Fin n) ℝ) (σ : Fin n → ℝ)
    (V : Matrix (Fin n) (Fin n) ℝ) : Prop where
  left_orth : Uᵀ * U = 1
  right_orth : Vᵀ * V = 1
  nonneg : ∀ i, 0 ≤ σ i
  sorted : Antitone σ
  factor : A = U * diagonal σ * Vᵀ

/-- The square matrix whose columns are the given vectors. -/
def columns (b : Fin n → EuclideanSpace ℝ (Fin n)) : Matrix (Fin n) (Fin n) ℝ :=
  of fun i j => (b j).ofLp i

/-- A square matrix with orthonormal columns is orthogonal. -/
theorem columns_orthogonal {b : Fin n → EuclideanSpace ℝ (Fin n)} (hb : Orthonormal ℝ b) :
    (columns b)ᵀ * columns b = 1 := by
  ext i j
  have h := orthonormal_iff_ite.mp hb i j
  rw [Matrix.one_apply, ← h]
  simp [columns, Matrix.mul_apply, PiLp.inner_apply, mul_comm]

/-- Every real square matrix `A` maps some orthonormal basis, the columns of `V`, to mutually
orthogonal vectors whose lengths `σ` are in nonincreasing order. -/
theorem exists_orthogonal_images (A : Matrix (Fin n) (Fin n) ℝ) :
    ∃ (V : Matrix (Fin n) (Fin n) ℝ) (σ : Fin n → ℝ), Vᵀ * V = 1 ∧ (∀ i, 0 ≤ σ i) ∧
      Antitone σ ∧ (A * V)ᵀ * (A * V) = diagonal (fun i => σ i ^ 2) := by
  have hG : (Aᵀ * A).IsHermitian := by
    rw [Matrix.IsHermitian, conjTranspose_eq_transpose_of_trivial, transpose_mul,
      transpose_transpose]
  -- sort the eigenvalues of `AᵀA` downwards
  obtain ⟨p, hp⟩ : ∃ p : Equiv.Perm (Fin n),
      Monotone ((fun i => -hG.eigenvalues i) ∘ p) := ⟨_, Tuple.monotone_sort _⟩
  let b : Fin n → EuclideanSpace ℝ (Fin n) := fun j => hG.eigenvectorBasis (p j)
  have hb : Orthonormal ℝ b := hG.eigenvectorBasis.orthonormal.comp p p.injective
  have hV := columns_orthogonal hb
  have hAV : Aᵀ * A * columns b
      = columns b * diagonal (fun j => hG.eigenvalues (p j)) := by
    ext i j
    have h := congrFun (hG.mulVec_eigenvectorBasis (p j)) i
    rw [mul_diagonal, mul_comm (columns b i j)]
    exact h
  have hgram : (A * columns b)ᵀ * (A * columns b)
      = diagonal (fun j => hG.eigenvalues (p j)) := by
    rw [transpose_mul, Matrix.mul_assoc, ← Matrix.mul_assoc Aᵀ, hAV, ← Matrix.mul_assoc, hV,
      Matrix.one_mul]
  -- the eigenvalues are squared lengths, hence nonnegative
  have hpos : ∀ j, 0 ≤ hG.eigenvalues (p j) := by
    intro j
    have h : ((A * columns b)ᵀ * (A * columns b)) j j = hG.eigenvalues (p j) := by
      rw [hgram, diagonal_apply_eq]
    rw [← h, Matrix.mul_apply]
    exact Finset.sum_nonneg fun k _ => mul_self_nonneg ((A * columns b) k j)
  refine ⟨columns b, fun j => Real.sqrt (hG.eigenvalues (p j)), hV,
    fun j => Real.sqrt_nonneg _, fun i j hij => Real.sqrt_le_sqrt ?_, ?_⟩
  · have h : -hG.eigenvalues (p i) ≤ -hG.eigenvalues (p j) := hp hij
    linarith
  · rw [hgram]
    congr 1
    funext j
    exact (Real.sq_sqrt (hpos j)).symm

/-- Every real square matrix has a singular value decomposition. -/
theorem exists_svd (A : Matrix (Fin n) (Fin n) ℝ) : ∃ U σ V, IsSVD A U σ V := by
  obtain ⟨V, σ, hV, h0, hs, hG⟩ := exists_orthogonal_images A
  have hdot : ∀ i j, ∑ k, (A * V) k i * (A * V) k j = if i = j then σ i ^ 2 else 0 := by
    intro i j
    have h := congrFun (congrFun hG i) j
    rw [diagonal_apply, Matrix.mul_apply] at h
    exact h
  -- normalize the nonzero columns of `A V` and complete them to an orthonormal basis
  let v : Fin n → EuclideanSpace ℝ (Fin n) :=
    fun j => WithLp.toLp 2 fun k => (σ j)⁻¹ * (A * V) k j
  have hv : Orthonormal ℝ (({j | σ j ≠ 0} : Set (Fin n)).domRestrict v) := by
    rw [orthonormal_iff_ite]
    rintro ⟨i, hi⟩ ⟨j, hj⟩
    have hin : inner ℝ (v i) (v j)
        = (σ i)⁻¹ * (σ j)⁻¹ * ∑ k, (A * V) k i * (A * V) k j := by
      simp only [v, PiLp.inner_apply, Finset.mul_sum]
      refine Finset.sum_congr rfl fun k _ => ?_
      simp only [RCLike.inner_apply, conj_trivial]
      ring
    change inner ℝ (v i) (v j) = _
    rw [hin, hdot]
    have hi' : σ i ≠ 0 := hi
    by_cases h : i = j
    · subst h
      rw [if_pos rfl, if_pos rfl]
      field_simp
    · rw [if_neg h, if_neg (fun e => h (congrArg Subtype.val e)), mul_zero]
  obtain ⟨b, hb⟩ := hv.exists_orthonormalBasis_extension_of_card_eq (by simp)
  have hAV : A * V = columns b * diagonal σ := by
    ext k j
    rw [mul_diagonal]
    by_cases h : σ j = 0
    · have hz : ∑ k, (A * V) k j * (A * V) k j = 0 := by
        rw [hdot, if_pos rfl, h]
        norm_num
      have hk := (Finset.sum_eq_zero_iff_of_nonneg
        (fun k _ => mul_self_nonneg ((A * V) k j))).mp hz k (Finset.mem_univ k)
      rw [h, mul_zero]
      exact mul_self_eq_zero.mp hk
    · have hc : columns b k j = (σ j)⁻¹ * (A * V) k j :=
        congrArg (fun x : EuclideanSpace ℝ (Fin n) => x.ofLp k) (hb j h)
      rw [hc, mul_right_comm, inv_mul_cancel₀ h, one_mul]
  refine ⟨columns b, σ, V, columns_orthogonal b.orthonormal, hV, h0, hs, ?_⟩
  rw [← hAV, Matrix.mul_assoc, mul_eq_one_comm.mp hV, Matrix.mul_one]

variable {A U V U' V' : Matrix (Fin n) (Fin n) ℝ} {σ σ' : Fin n → ℝ}

/-- The right factor of a singular value decomposition diagonalizes `AᵀA`, with the squared
singular values on the diagonal. -/
theorem IsSVD.gram (h : IsSVD A U σ V) :
    Aᵀ * A = V * diagonal (fun i => σ i ^ 2) * Vᵀ := by
  calc Aᵀ * A = V * diagonal σ * (Uᵀ * U) * diagonal σ * Vᵀ := by
        rw [h.factor]
        simp only [transpose_mul, transpose_transpose, diagonal_transpose, Matrix.mul_assoc]
    _ = V * (diagonal σ * diagonal σ) * Vᵀ := by
        rw [h.left_orth, Matrix.mul_one, Matrix.mul_assoc V]
    _ = _ := by simp only [diagonal_mul_diagonal, pow_two]

/-- For any function `f`, the sum of `f` over the singular values is the same in every singular
value decomposition of `A`. -/
theorem IsSVD.sum_eq (h : IsSVD A U σ V) (h' : IsSVD A U' σ' V') (f : ℝ → ℝ) :
    ∑ i, f (σ i) = ∑ i, f (σ' i) := by
  -- the overlap matrix `W` of the two right bases intertwines the two diagonal forms
  obtain ⟨W, hW⟩ : ∃ W, W = Vᵀ * V' := ⟨_, rfl⟩
  have hD : ∀ D D' : Matrix (Fin n) (Fin n) ℝ,
      V * D * Vᵀ = V' * D' * V'ᵀ → D * W = W * D' := by
    intro D D' e
    calc D * W = (Vᵀ * V) * D * Vᵀ * V' := by
          rw [hW, h.right_orth, Matrix.one_mul, Matrix.mul_assoc]
      _ = Vᵀ * (V * D * Vᵀ) * V' := by simp only [Matrix.mul_assoc]
      _ = Vᵀ * V' * D' * (V'ᵀ * V') := by rw [e]; simp only [Matrix.mul_assoc]
      _ = W * D' := by rw [h'.right_orth, Matrix.mul_one, hW]
  have hDW := hD _ _ (h.gram.symm.trans h'.gram)
  have hWo : Wᵀ * W = 1 := by
    rw [hW, transpose_mul, transpose_transpose, Matrix.mul_assoc, ← Matrix.mul_assoc V,
      mul_eq_one_comm.mp h.right_orth, Matrix.one_mul, h'.right_orth]
  have hWo' : W * Wᵀ = 1 := mul_eq_one_comm.mp hWo
  have hcol : ∀ j, ∑ i, W i j ^ 2 = 1 := by
    intro j
    have hj := congrFun (congrFun hWo j) j
    simpa [Matrix.mul_apply, pow_two] using hj
  have hrow : ∀ i, ∑ j, W i j ^ 2 = 1 := by
    intro i
    have hi := congrFun (congrFun hWo' i) i
    simpa [Matrix.mul_apply, pow_two] using hi
  -- `W` connects only equal singular values
  have hf : ∀ i j, W i j ^ 2 * f (σ i) = W i j ^ 2 * f (σ' j) := by
    intro i j
    by_cases hz : W i j = 0
    · simp [hz]
    · have hij := congrFun (congrFun hDW i) j
      rw [diagonal_mul, mul_diagonal, mul_comm (W i j)] at hij
      rw [(sq_eq_sq₀ (h.nonneg i) (h'.nonneg j)).mp (mul_right_cancel₀ hz hij)]
  calc ∑ i, f (σ i) = ∑ i, ∑ j, W i j ^ 2 * f (σ i) := by
        simp only [← Finset.sum_mul, hrow, one_mul]
    _ = ∑ i, ∑ j, W i j ^ 2 * f (σ' j) :=
        Finset.sum_congr rfl fun i _ => Finset.sum_congr rfl fun j _ => hf i j
    _ = ∑ j, ∑ i, W i j ^ 2 * f (σ' j) := Finset.sum_comm
    _ = ∑ j, f (σ' j) := by simp only [← Finset.sum_mul, hcol, one_mul]

/-- Any two singular value decompositions of the same matrix have the same list of singular
values. -/
theorem IsSVD.unique (h : IsSVD A U σ V) (h' : IsSVD A U' σ' V') : σ = σ' := by
  -- count the values at or above the threshold `τ i`
  have key : ∀ σ τ : Fin n → ℝ, Antitone σ → Antitone τ →
      (∀ f : ℝ → ℝ, ∑ j, f (σ j) = ∑ j, f (τ j)) → ∀ i, τ i ≤ σ i := by
    intro σ τ hσ hτ hf i
    by_contra hc
    have hlt : σ i < τ i := not_le.mp hc
    refine (Finset.sum_lt_sum (s := Finset.univ)
      (f := fun j => if τ i ≤ σ j then (1 : ℝ) else 0)
      (g := fun j => if τ i ≤ τ j then (1 : ℝ) else 0) ?_ ⟨i, Finset.mem_univ i, ?_⟩).ne
      (hf fun x => if τ i ≤ x then 1 else 0)
    · intro j _
      rcases le_total j i with hj | hj
      · have h1 : τ i ≤ τ j := hτ hj
        simp only [if_pos h1]
        split_ifs <;> norm_num
      · have h1 : ¬ τ i ≤ σ j := not_le.mpr ((hσ hj).trans_lt hlt)
        simp only [if_neg h1]
        split_ifs <;> norm_num
    · simp only [if_neg hc, if_pos (le_refl (τ i))]
      exact zero_lt_one
  funext i
  exact le_antisymm (key σ' σ h'.sorted h.sorted (h'.sum_eq h) i)
    (key σ σ' h.sorted h'.sorted (h.sum_eq h') i)

/-- Singular value decomposition: for every real square matrix `A` there is exactly one
nonnegative nonincreasing list `σ` such that `A = U diag(σ) Vᵀ` with `U` and `V` orthogonal. -/
theorem existsUnique_singularValues (A : Matrix (Fin n) (Fin n) ℝ) :
    ∃! σ : Fin n → ℝ, ∃ U V, IsSVD A U σ V := by
  obtain ⟨U, σ, V, h⟩ := exists_svd A
  refine ⟨σ, ⟨U, V, h⟩, ?_⟩
  rintro τ ⟨U', V', h'⟩
  exact h'.unique h

end SingularValueDecomposition
```

```lean
#print axioms SingularValueDecomposition.existsUnique_singularValues
```

```
'SingularValueDecomposition.existsUnique_singularValues' depends on axioms: [propext, Classical.choice, Quot.sound]
```

## How the lemmas divide the work

`exists_orthogonal_images` carries out the eigenvector step. It sorts the negated eigenvalues upwards, which puts the eigenvalues themselves in descending order, and `hgram` is the computation of $(AV)^T(AV)$. `columns_orthogonal` turns an orthonormal family into an orthogonal matrix.

`exists_svd` builds $U$. Its `hdot` states the inner products of the columns of $AV$, `hv` is the orthonormality of the $u_j$ with $\sigma_j\neq0$, and `hAV` is $AV=U\Sigma$, with one case for zero and one for nonzero $\sigma_j$.

For uniqueness, `IsSVD.gram` gives $A^TA=V\Sigma^2V^T$. `IsSVD.sum_eq` introduces $W$: `hDW` is the relation $\Sigma^2W=W\Sigma'^2$, `hrow` and `hcol` are the unit sums, and `hf` says that $W$ connects only equal values. `IsSVD.unique` applies the step function in `key`, once in each direction.

## Completing a basis without moving its vectors

The Mathlib lemma `exists_orthonormalBasis_extension_of_card_eq` takes a family indexed by all of `Fin n` that is known to be orthonormal only on a subset of indices. It returns an orthonormal basis with the same index type that agrees with the family on that subset. Column $j$ of $U$ therefore stays next to $\sigma_j$, and no renumbering is needed after the completion. In the family `v`, the entries with $\sigma_j=0$ contain `(σ j)⁻¹`, which Lean evaluates as zero; they lie outside the subset and are replaced.

## What is unique, and what a computed SVD still needs

`IsSVD A U σ V` collects five conditions: `Uᵀ * U = 1`, `Vᵀ * V = 1`, nonnegative `σ`, `Antitone σ` (nonincreasing, with ties allowed), and the factorization. The last theorem, `existsUnique_singularValues`, places `∃!` on `σ` alone, with `U` and `V` under an ordinary `∃`. It therefore promises one list and makes no claim that the singular vectors are unique. The right singular vectors are the columns of `V`, whereas many library routines return $V^T$.

The matrix is real, square and otherwise arbitrary. Nothing in the hypotheses makes it an overlap matrix, and complex orbitals or sets of different size need a more general statement.

The step left to the user is the one from real numbers to floating point. A routine generally returns factors that satisfy the three matrix equations only approximately, and a perturbation bound is needed to conclude that its singular values are close to the true ones. Nor is the existence proof a recommended algorithm: forming $A^TA$ numerically can destroy the accuracy of small singular values, and for overlaps of orthonormal orbitals a single small one already makes the two determinants nearly orthogonal.
